# For nonzero coupling, the truncated displaced oscillator has its lowest eigenvalue strictly above \(-g^2\)

For real \(g\neq 0\) and \(N\ge 1\), the real symmetric \(N\times N\) matrix with diagonal \(0,1,\dots,N-1\) and entries \(g\sqrt n\) between levels \(n-1\) and \(n\) has a lowest eigenvalue, and it is strictly greater than \(-g^2\). For every real \(g\), these lowest eigenvalues converge to \(-g^2\) as \(N\) grows.

```lean
import Mathlib

open Matrix Filter Topology

namespace TruncatedDisplacedOscillator

noncomputable section

/-- The annihilation operator restricted to the oscillator levels `0, ..., N-1`. -/
def lower (N : ℕ) : Matrix (Fin N) (Fin N) ℝ :=
  Matrix.of fun i j => if (i : ℕ) + 1 = (j : ℕ) then √((j : ℕ) : ℝ) else 0

/-- The displaced-oscillator Hamiltonian in the lowest `N` levels: diagonal `0, ..., N-1` and
entries `g √n` between levels `n-1` and `n`. -/
def truncated (N : ℕ) (g : ℝ) : Matrix (Fin N) (Fin N) ℝ :=
  Matrix.diagonal (fun n : Fin N => ((n : ℕ) : ℝ)) + g • (lower N + (lower N)ᵀ)

/-- The annihilation operator shifted by the constant `g`. -/
def displaced (N : ℕ) (g : ℝ) : Matrix (Fin N) (Fin N) ℝ :=
  lower N + g • (1 : Matrix (Fin N) (Fin N) ℝ)

/-- `E` is the lowest eigenvalue of the matrix `M`. -/
def IsGroundEnergy {N : ℕ} (M : Matrix (Fin N) (Fin N) ℝ) (E : ℝ) : Prop :=
  IsLeast {F : ℝ | ∃ x : Fin N → ℝ, x ≠ 0 ∧ M *ᵥ x = F • x} E

/-- The unnormalised coherent state with displacement `-g`, cut off after level `n`. -/
def coherent (n : ℕ) (g : ℝ) : Fin (n + 1) → ℝ :=
  fun k => (-g) ^ (k : ℕ) / √((k : ℕ).factorial : ℝ)

/-- In the truncated basis the product of raising and lowering operators is the level number. -/
theorem number_operator (N : ℕ) :
    (lower N)ᵀ * lower N = Matrix.diagonal (fun n : Fin N => ((n : ℕ) : ℝ)) := by
  ext i j
  simp only [Matrix.mul_apply, Matrix.transpose_apply, lower, Matrix.of_apply,
    Matrix.diagonal_apply]
  by_cases hij : i = j
  · subst hij
    rw [if_pos rfl]
    rcases Nat.eq_zero_or_pos (i : ℕ) with h0 | hpos
    · simp [h0]
    · -- only the level just below `i` contributes
      have hi := i.isLt
      have hlt : (i : ℕ) - 1 < N := by omega
      have hk : ((⟨(i : ℕ) - 1, hlt⟩ : Fin N) : ℕ) + 1 = (i : ℕ) := by
        change (i : ℕ) - 1 + 1 = (i : ℕ)
        omega
      rw [Finset.sum_eq_single (⟨(i : ℕ) - 1, hlt⟩ : Fin N)]
      · rw [if_pos hk]
        exact Real.mul_self_sqrt (Nat.cast_nonneg _)
      · intro k _ hne
        have h : ¬ ((k : ℕ) + 1 = (i : ℕ)) := fun h => hne (Fin.ext (by omega))
        rw [if_neg h, zero_mul]
      · intro h
        exact absurd (Finset.mem_univ _) h
  · rw [if_neg hij]
    apply Finset.sum_eq_zero
    intro k _
    by_cases h : (k : ℕ) + 1 = (i : ℕ)
    · have h2 : ¬ ((k : ℕ) + 1 = (j : ℕ)) := fun h' => hij (Fin.ext (by omega))
      rw [if_neg h2, mul_zero]
    · rw [if_neg h, zero_mul]

/-- Completing the square: the energy form plus `g²` times the squared norm is the squared norm
of the state hit by the shifted annihilation operator. -/
theorem energy_form (N : ℕ) (g : ℝ) (x : Fin N → ℝ) :
    x ⬝ᵥ truncated N g *ᵥ x + g ^ 2 * (x ⬝ᵥ x) =
      (displaced N g *ᵥ x) ⬝ᵥ (displaced N g *ᵥ x) := by
  have hsq : truncated N g + g ^ 2 • (1 : Matrix (Fin N) (Fin N) ℝ) =
      (displaced N g)ᵀ * displaced N g := by
    rw [truncated, ← number_operator, displaced]
    simp only [Matrix.transpose_add, Matrix.transpose_smul, Matrix.transpose_one,
      Matrix.add_mul, Matrix.mul_add, Matrix.smul_mul, Matrix.mul_smul, Matrix.one_mul,
      Matrix.mul_one]
    module
  have h := congrArg (fun M => x ⬝ᵥ M *ᵥ x) hsq
  simp only [Matrix.add_mulVec, Matrix.smul_mulVec, Matrix.one_mulVec, dotProduct_add,
    dotProduct_smul, smul_eq_mul] at h
  rw [h, ← Matrix.mulVec_mulVec, Matrix.dotProduct_mulVec, Matrix.vecMul_transpose]

/-- For `g ≠ 0` the shifted annihilation operator annihilates no nonzero truncated state. -/
theorem displaced_injective (N : ℕ) {g : ℝ} (hg : g ≠ 0) {x : Fin N → ℝ}
    (hx : displaced N g *ᵥ x = 0) : x = 0 := by
  -- the matrix is upper triangular with `g` on the diagonal
  have htri : (displaced N g).BlockTriangular id := by
    intro i j hij
    have h : j < i := hij
    have h1 : ¬ ((i : ℕ) + 1 = (j : ℕ)) := by
      have : (j : ℕ) < (i : ℕ) := h
      omega
    simp [displaced, lower, h1, Matrix.one_apply_ne h.ne']
  have hdet : (displaced N g).det ≠ 0 := by
    rw [Matrix.det_of_isUpperTriangular htri]
    exact Finset.prod_ne_zero_iff.mpr (fun i _ => by simpa [displaced, lower] using hg)
  exact Matrix.eq_zero_of_mulVec_eq_zero hdet hx

/-- Rayleigh-Ritz principle: the energy form of any trial vector is at least the lowest
eigenvalue times its squared norm. -/
theorem rayleigh_ritz {N : ℕ} {M : Matrix (Fin N) (Fin N) ℝ} (hM : M.IsHermitian) {E : ℝ}
    (hE : IsGroundEnergy M E) (x : Fin N → ℝ) : E * (x ⬝ᵥ x) ≤ x ⬝ᵥ M *ᵥ x := by
  have hA : (M - E • (1 : Matrix (Fin N) (Fin N) ℝ)).IsHermitian :=
    hM.sub (by simp [Matrix.IsHermitian])
  -- the shifted matrix has no negative eigenvalue
  have hpos : (M - E • (1 : Matrix (Fin N) (Fin N) ℝ)).PosSemidef := by
    refine hA.posSemidef_iff_eigenvalues_nonneg.mpr (fun i => ?_)
    have hv : (M - E • (1 : Matrix (Fin N) (Fin N) ℝ)) *ᵥ (hA.eigenvectorBasis i).ofLp =
        hA.eigenvalues i • (hA.eigenvectorBasis i).ofLp := hA.mulVec_eigenvectorBasis i
    have hne : (hA.eigenvectorBasis i).ofLp ≠ 0 := fun h0 =>
      hA.eigenvectorBasis.orthonormal.ne_zero i (by ext k; exact congrFun h0 k)
    rw [Matrix.sub_mulVec, Matrix.smul_mulVec, Matrix.one_mulVec] at hv
    have hl : E ≤ E + hA.eigenvalues i :=
      hE.2 ⟨_, hne, by rw [add_smul, ← hv]; abel⟩
    change 0 ≤ hA.eigenvalues i
    linarith
  have h := hpos.dotProduct_mulVec_nonneg x
  simp only [star_trivial, Matrix.sub_mulVec, Matrix.smul_mulVec, Matrix.one_mulVec,
    dotProduct_sub, dotProduct_smul, smul_eq_mul] at h
  linarith

/-- The truncated Hamiltonian is a real symmetric matrix. -/
theorem truncated_isHermitian (N : ℕ) (g : ℝ) : (truncated N g).IsHermitian := by
  change (truncated N g)ᴴ = truncated N g
  rw [Matrix.conjTranspose_eq_transpose_of_trivial, truncated]
  simp only [Matrix.transpose_add, Matrix.transpose_smul, Matrix.diagonal_transpose,
    Matrix.transpose_transpose]
  rw [add_comm (lower N)ᵀ (lower N)]

/-- For `g ≠ 0` and at least one level, the truncated Hamiltonian has a lowest eigenvalue, and it
lies strictly above `-g²`. -/
theorem ground_energy_gt {N : ℕ} (hN : 1 ≤ N) {g : ℝ} (hg : g ≠ 0) :
    ∃ E, IsGroundEnergy (truncated N g) E ∧ -g ^ 2 < E := by
  have hM := truncated_isHermitian N g
  -- there are finitely many eigenvalues, and at least one
  have hfin : {F : ℝ | ∃ x : Fin N → ℝ, x ≠ 0 ∧ truncated N g *ᵥ x = F • x}.Finite := by
    refine (Module.End.finite_hasEigenvalue (Matrix.toLin' (truncated N g))).subset ?_
    rintro F ⟨x, hx, h⟩
    exact Module.End.hasEigenvalue_of_hasEigenvector (x := x)
      ⟨Module.End.mem_eigenspace_iff.mpr (by rw [Matrix.toLin'_apply]; exact h), hx⟩
  have hne : {F : ℝ | ∃ x : Fin N → ℝ, x ≠ 0 ∧ truncated N g *ᵥ x = F • x}.Nonempty :=
    ⟨hM.eigenvalues ⟨0, hN⟩, (hM.eigenvectorBasis ⟨0, hN⟩).ofLp,
      fun h0 => hM.eigenvectorBasis.orthonormal.ne_zero ⟨0, hN⟩
        (by ext k; exact congrFun h0 k), hM.mulVec_eigenvectorBasis ⟨0, hN⟩⟩
  obtain ⟨E, hE, hmin⟩ := Set.exists_min_image _ id hfin hne
  refine ⟨E, ⟨hE, fun F hF => hmin F hF⟩, ?_⟩
  obtain ⟨x, hx, h⟩ := hE
  have hpos : ∀ v : Fin N → ℝ, v ≠ 0 → 0 < v ⬝ᵥ v := fun v hv =>
    lt_of_le_of_ne (Finset.sum_nonneg fun i _ => mul_self_nonneg (v i))
      (fun h0 => hv (dotProduct_self_eq_zero.mp h0.symm))
  -- the completed square is strictly positive on the ground vector
  have hf := energy_form N g x
  rw [h, dotProduct_smul, smul_eq_mul] at hf
  have h1 := hpos x hx
  have h2 := hpos _ (fun h0 => hx (displaced_injective N hg h0))
  by_contra hcon
  nlinarith [not_lt.mp hcon]

/-- The shifted annihilation operator maps the truncated coherent state to a vector supported on
the highest retained level. -/
theorem coherent_residual (n : ℕ) (g : ℝ) :
    displaced (n + 1) g *ᵥ coherent n g =
      Pi.single (Fin.last n) (g * coherent n g (Fin.last n)) := by
  ext i
  rw [displaced, Matrix.add_mulVec, Matrix.smul_mulVec, Matrix.one_mulVec, Pi.add_apply,
    Pi.smul_apply, smul_eq_mul]
  refine Fin.lastCases ?_ (fun i => ?_) i
  · have h : (lower (n + 1) *ᵥ coherent n g) (Fin.last n) = 0 := by
      change ∑ j, lower (n + 1) (Fin.last n) j * coherent n g j = 0
      apply Finset.sum_eq_zero
      intro j _
      have hj : ¬ (((Fin.last n : Fin (n + 1)) : ℕ) + 1 = (j : ℕ)) := by
        have := j.isLt
        rw [Fin.val_last]
        omega
      simp only [lower, Matrix.of_apply]
      rw [if_neg hj, zero_mul]
    rw [h, zero_add, Pi.single_eq_same]
  · have h : (lower (n + 1) *ᵥ coherent n g) i.castSucc =
        √(((i : ℕ) + 1 : ℕ) : ℝ) * coherent n g i.succ := by
      change ∑ j, lower (n + 1) i.castSucc j * coherent n g j =
        √(((i : ℕ) + 1 : ℕ) : ℝ) * coherent n g i.succ
      rw [Finset.sum_eq_single i.succ]
      · simp [lower]
      · intro j _ hj
        have hj' : ¬ ((i.castSucc : ℕ) + 1 = (j : ℕ)) := fun h =>
          hj (Fin.ext (by rw [Fin.val_succ, ← h, Fin.val_castSucc]))
        simp only [lower, Matrix.of_apply]
        rw [if_neg hj', zero_mul]
      · intro h
        exact absurd (Finset.mem_univ _) h
    rw [h, Pi.single_eq_of_ne (Fin.castSucc_lt_last i).ne]
    -- neighbouring coherent amplitudes cancel
    simp only [coherent, Fin.val_succ, Fin.val_castSucc]
    have h1 : √(((i : ℕ) + 1 : ℕ) : ℝ) ≠ 0 := (Real.sqrt_pos.mpr (by positivity)).ne'
    have h2 : √((i : ℕ).factorial : ℝ) ≠ 0 := (Real.sqrt_pos.mpr (by positivity)).ne'
    rw [Nat.factorial_succ, Nat.cast_mul, Real.sqrt_mul (Nat.cast_nonneg _), pow_succ,
      mul_div_assoc', mul_div_mul_left _ _ h1]
    ring

/-- With levels `0, ..., n` retained, the lowest eigenvalue exceeds `-g²` by at most
`g² (g²)ⁿ / n!`. -/
theorem ground_energy_le (n : ℕ) (g : ℝ) {E : ℝ}
    (hE : IsGroundEnergy (truncated (n + 1) g) E) :
    E ≤ -g ^ 2 + g ^ 2 * ((g ^ 2) ^ n / (n.factorial : ℝ)) := by
  have hr := rayleigh_ritz (truncated_isHermitian _ g) hE (coherent n g)
  have hf := energy_form (n + 1) g (coherent n g)
  have hc : coherent n g (Fin.last n) * coherent n g (Fin.last n) =
      (g ^ 2) ^ n / (n.factorial : ℝ) := by
    simp only [coherent, Fin.val_last]
    rw [div_mul_div_comm, Real.mul_self_sqrt (Nat.cast_nonneg _), ← mul_pow, neg_mul_neg, ← sq]
  rw [coherent_residual, single_dotProduct, Pi.single_eq_same] at hf
  -- the vacuum amplitude alone gives norm at least one
  have hS : 1 ≤ coherent n g ⬝ᵥ coherent n g := by
    have h := Finset.single_le_sum (f := fun i => coherent n g i * coherent n g i)
      (fun i _ => mul_self_nonneg _) (Finset.mem_univ (0 : Fin (n + 1)))
    have h0 : coherent n g 0 = 1 := by simp [coherent]
    simp only [h0, mul_one] at h
    exact h
  have hR : 0 ≤ g ^ 2 * ((g ^ 2) ^ n / (n.factorial : ℝ)) := by positivity
  have hk : (E + g ^ 2) * (coherent n g ⬝ᵥ coherent n g) ≤
      g ^ 2 * ((g ^ 2) ^ n / (n.factorial : ℝ)) := by
    rw [← hc]
    linarith
  by_contra hcon
  have hlt := not_le.mp hcon
  have hprod := mul_nonneg (show 0 ≤ E + g ^ 2 by linarith) (sub_nonneg.mpr hS)
  linarith

/-- As the number of retained levels grows, the lowest eigenvalue of the truncated Hamiltonian
converges to `-g²`. -/
theorem ground_energy_tendsto (g : ℝ) (E : ℕ → ℝ)
    (hE : ∀ n, IsGroundEnergy (truncated (n + 1) g) (E n)) :
    Tendsto E atTop (𝓝 (-g ^ 2)) := by
  have hlow : ∀ n, -g ^ 2 ≤ E n := by
    intro n
    by_cases hg : g = 0
    · -- without displacement the energy form is a sum of squares
      obtain ⟨x, hx, h⟩ := (hE n).1
      have hf := energy_form (n + 1) g x
      rw [h, dotProduct_smul, smul_eq_mul] at hf
      have h1 : 0 < x ⬝ᵥ x :=
        lt_of_le_of_ne (Finset.sum_nonneg fun i _ => mul_self_nonneg (x i))
          (fun h0 => hx (dotProduct_self_eq_zero.mp h0.symm))
      have h2 : 0 ≤ (displaced (n + 1) g *ᵥ x) ⬝ᵥ (displaced (n + 1) g *ᵥ x) :=
        Finset.sum_nonneg fun i _ => mul_self_nonneg _
      by_contra hcon
      nlinarith [not_le.mp hcon]
    · obtain ⟨F, hF, hlt⟩ := ground_energy_gt (Nat.le_add_left 1 n) hg
      rw [(hE n).unique hF]
      exact hlt.le
  have hlim : Tendsto (fun n : ℕ => -g ^ 2 + g ^ 2 * ((g ^ 2) ^ n / (n.factorial : ℝ)))
      atTop (𝓝 (-g ^ 2)) := by
    simpa using ((FloorSemiring.tendsto_pow_div_factorial_atTop (g ^ 2)).const_mul
      (g ^ 2)).const_add (-g ^ 2)
  exact tendsto_of_tendsto_of_tendsto_of_le_of_le tendsto_const_nhds hlim hlow
    (fun n => ground_energy_le n g (hE n))

end

end TruncatedDisplacedOscillator
```

```lean
#print axioms TruncatedDisplacedOscillator.ground_energy_gt
-- 'TruncatedDisplacedOscillator.ground_energy_gt' depends on axioms: [propext, Classical.choice, Quot.sound]
#print axioms TruncatedDisplacedOscillator.ground_energy_tendsto
-- 'TruncatedDisplacedOscillator.ground_energy_tendsto' depends on axioms: [propext, Classical.choice, Quot.sound]
```

## An oscillator under a constant force

The matrix represents the Hamiltonian

\[
H=a^\dagger a+g(a+a^\dagger)
\]

in the lowest \(N\) oscillator levels. Here \(a\) and \(a^\dagger\) are the lowering and raising operators, energies are in units of \(\hbar\omega\), and the zero-point energy is left out. The coupling term is the potential of a constant force: with position in units of \(\sqrt{\hbar/(m\omega)}\), it is \(\sqrt2\,g\,x\), so the force is \(-\sqrt2\,g\). Since \(H=(a^\dagger+g)(a+g)-g^2\), the full oscillator has ground energy \(-g^2\), reached by the coherent state that \(a+g\) annihilates. This is the textbook value with which the matrix is compared; the infinite-dimensional operator does not occur in the Lean code.

The same Hamiltonian describes a single harmonic vibration coupled linearly to a fixed electronic state, where \(g^2\) is the relaxation energy. For that one-mode model, the theorems say that for \(g\ne0\) every cutoff in the number of quanta of the undisplaced vibration underestimates the relaxation energy, and they bound the error.

## How the matrices and energies are encoded

The type `Fin N` labels the levels \(0,\dots,N-1\). Write \(A\) for `lower N`, whose only nonzero entries are \(A_{n-1,n}=\sqrt n\). Then `truncated N g` is

\[
H_N=\operatorname{diag}(0,\dots,N-1)+g(A+A^T),
\]

and `displaced N g` is \(B=A+g\mathbf 1\). The expression `x ⬝ᵥ truncated N g *ᵥ x` is the energy form \(x^TH_Nx\), without division by the squared norm \(x^Tx\).

`IsGroundEnergy M E` says that \(E\) is the least number \(F\) for which \(Mx=Fx\) has a nonzero real solution \(x\). Real vectors suffice because the matrices are real and symmetric.

The three results about the energy are:

- `ground_energy_gt`: for \(N\ge1\) and \(g\ne0\), a ground energy exists and exceeds \(-g^2\).
- `ground_energy_le`: with levels \(0,\dots,n\) retained, so \(N=n+1\), any ground energy \(E\) satisfies \(E\le -g^2+g^2(g^2)^n/n!\), for every real \(g\).
- `ground_energy_tendsto`: if `E n` is the ground energy with levels \(0,\dots,n\) for each \(n\), the sequence tends to \(-g^2\).

They concern the lowest eigenvalue only, not excited levels or the convergence of eigenvectors.

## Completing the square survives the truncation

The entries of \(A^TA\) are \(\sum_k A_{ki}A_{kj}\). A term is nonzero only if \(k+1=i\) and \(k+1=j\), so off-diagonal entries vanish. For \(i=j\ge1\) the single term \(k=i-1\) gives \(\sqrt i\,\sqrt i=i\), and for \(i=j=0\) there is no term. Hence \(A^TA=\operatorname{diag}(0,\dots,N-1)\) exactly. This is `number_operator`, whose case distinctions follow the same argument.

Expanding the product now gives

\[
B^TB=A^TA+g(A+A^T)+g^2\mathbf 1=H_N+g^2\mathbf 1,
\]

and taking the form with \(x\) on both sides gives

\[
x^TH_Nx+g^2x^Tx=|Bx|^2 .
\]

In `energy_form`, the matrix identity is `hsq`, closed by `module` after the products have been expanded; the remaining lines turn it into the scalar identity.

## For nonzero coupling, no truncated state reaches \(-g^2\)

The matrix \(B\) is upper triangular with \(g\) on its diagonal, so \(\det B=g^N\). For \(g\neq0\) this is nonzero, and \(Bx=0\) forces \(x=0\). That is `displaced_injective`. The full oscillator differs here: its coherent ground state has components in every level when \(g\ne0\), and no finite cutoff can hold it.

A lowest eigenvalue exists because a matrix has finitely many eigenvalues and a real symmetric matrix of size at least one has at least one. `ground_energy_gt` obtains these facts as `hfin` and `hne`, using `truncated_isHermitian` for the symmetry, and picks the minimum. If \(E\) is that eigenvalue and \(x\ne0\) its eigenvector, the completed square reads

\[
(E+g^2)\,x^Tx=|Bx|^2>0 .
\]

Since \(x^Tx>0\), it follows that \(E>-g^2\). The final `nlinarith` derives a contradiction from the opposite inequality.

For \(N=1\) the matrix is the number \(0\), which is indeed above \(-g^2\). For \(N=2\) the lowest eigenvalue is \((1-\sqrt{1+4g^2})/2\).

## A cut-off coherent state bounds the error

The upper bound needs the Rayleigh-Ritz inequality \(E\,x^Tx\le x^TMx\) for a real symmetric matrix \(M\) with lowest eigenvalue \(E\). Let \(\mu_i\) be the eigenvalues of \(M-E\mathbf 1\), with orthonormal eigenvectors \(v_i\). Each \(E+\mu_i\) is an eigenvalue of \(M\), so \(\mu_i\ge0\), and

\[
x^T(M-E\mathbf 1)x=\sum_i\mu_i(v_i^Tx)^2\ge0 .
\]

`rayleigh_ritz` proves the signs of the \(\mu_i\) and passes to the form through positive semidefiniteness.

The trial vector `coherent n g` has components \(c_k=(-g)^k/\sqrt{k!}\) for \(0\le k\le n\). Below the top level,

\[
(Bc)_k=\sqrt{k+1}\,c_{k+1}+g\,c_k
=\frac{(-g)^{k+1}}{\sqrt{k!}}+g\,\frac{(-g)^k}{\sqrt{k!}}=0\qquad(k<n).
\]

At the top there is no higher level to cancel against, so \((Bc)_n=g\,c_n\). This is `coherent_residual`, which treats the last index and the others separately. Therefore \(|Bc|^2=g^2c_n^2=g^2(g^2)^n/n!\). Combining the completed square with Rayleigh-Ritz and dividing by the squared norm gives

\[
E+g^2\le\frac{g^2\,(g^2)^n/n!}{\sum_{k=0}^n (g^2)^k/k!}\le g^2\,\frac{(g^2)^n}{n!}.
\]

The last step uses \(c_0=1\), which makes the squared norm at least one. `ground_energy_le` states the simpler final bound and avoids the division: `hk` is the inequality multiplied by the norm, and `hS` is the estimate of the norm. At \(n=0\) the bound is \(E\le0\), with equality.

For fixed \(g\), the factorial outgrows the power and the bound tends to \(-g^2\). The lower bound is \(-g^2\le E\), which for \(g=0\) follows from \(|Bx|^2\ge0\). `ground_energy_tendsto` squeezes the sequence between the two.

## Building the matrix in code

A program can store \(A\) as an array with \(\sqrt1,\dots,\sqrt{N-1}\) above the diagonal, form \(A^TA+g(A+A^T)\), and call a symmetric eigenvalue routine. The order of the factors matters. If the oscillator part is built instead as \(\tfrac12(A^TA+AA^T)-\tfrac12\mathbf 1\), the top diagonal entry becomes \((N-2)/2\) instead of \(N-1\), because \(AA^T\) has lost the contribution of the level above. The result is a different matrix, and its lowest eigenvalue can fall below \(-g^2\): for \(N=1\) it is \(-\tfrac12\), which is below \(-g^2\) whenever \(g^2<\tfrac12\).

The error bound also helps to choose the cutoff. For \(g=1\) and levels \(0,\dots,10\), it is \(1/10!\approx2.8\times10^{-7}\). For stronger coupling the bound begins to shrink only once \(n\) exceeds \(g^2\). The error itself never grows with \(n\), because each truncated matrix is a block of the next one. When the exact difference \(E+g^2\) is smaller than the rounding error, a computed eigenvalue may land slightly below \(-g^2\) although the exact one does not.
